# Global stability of the nonmagnetic state at a first-order Stoner transition in a sixth-order Landau model

The magnet is described here by a single real number, its uniform magnetization \(m\), and its free energy by a polynomial in \(m\) whose coefficients are given. The polynomial is taken as the exact energy for every real \(m\), although in a real metal it would be an expansion about \(m=0\), and \(m\) could not exceed the value at which all electrons have the same spin. Spatial variation, fluctuations and the direction of the magnetization are left out. A stable phase is then simply a value of \(m\) that minimizes a function of one variable.

```lean
import Mathlib

open Topology

namespace FirstOrderStoner

noncomputable section
```

## The energy and its coefficients

The free energy, measured from that of the nonmagnetic state, is

\[
F(m)=\frac{a\,m^2}{2}+\frac{b\,m^4}{4}+\frac{c\,m^6}{6}.
\]

Only even powers occur, because without an applied field \(m\) and \(-m\) have the same energy. The coefficients are real numbers at fixed external conditions, so temperature or pressure can enter only through their values. In Lean, `landauEnergy a b c m` is \(F(m)\).

```lean
/-- The Landau free energy of an itinerant magnet with magnetization `m`, up to sixth order. -/
def landauEnergy (a b c m : ℝ) : ℝ :=
  a * m ^ 2 / 2 + b * m ^ 4 / 4 + c * m ^ 6 / 6
```

The theorems about the transition assume \(b<0<c\). A negative \(b\) means that the energy cost of polarizing the electrons grows more slowly than quadratically at first. This can happen when the density of states curves upward strongly enough at the Fermi level, as it may near a local minimum. A positive \(c\) keeps the energy bounded below at large \(m\). Both signs are hypotheses of the model and are not derived from a band structure.

Two competing tendencies, a negative quartic term and a positive sextic one, set a characteristic moment

\[
m_0=\sqrt{-\frac{3b}{4c}} .
\]

The completed square below shows where this value comes from. In the code it is `jumpMoment b c`.

```lean
/-- The moment `√(-3b/(4c))`, for `b < 0 < c`. -/
def jumpMoment (b c : ℝ) : ℝ := Real.sqrt (-3 * b / (4 * c))
```

The quadratic coefficient carries the Stoner physics. Let \(m\) be the difference between the numbers of up and down electrons, and let \(D\) be the density of states at the Fermi level for both spins together. Shifting the two Fermi levels apart to produce a small \(m\) costs a band energy \(m^2/(2D)\). If exchange lowers the energy by \(I m^2/2\), which fixes the convention for the exchange constant \(I\), the sum has

\[
a=\frac1D-I .
\]

The code takes this formula as the definition of `stonerCoefficient D I`; the band argument motivates it.

```lean
/-- The quadratic Landau coefficient `1/D - I` for density of states `D ≠ 0` and
exchange constant `I`. -/
def stonerCoefficient (D I : ℝ) : ℝ := 1 / D - I
```

Every term of \(F\) contains a power of \(m\), so the nonmagnetic state has energy zero:

\[
F(0)=0 .
\]

Comparing a state with the nonmagnetic one therefore amounts to finding the sign of its energy.

```lean
/-- The free energy vanishes in the nonmagnetic state. -/
theorem landauEnergy_zero (a b c : ℝ) : landauEnergy a b c 0 = 0 := by
  simp [landauEnergy]
```

## Completing the square

Expanding a suitable square gives

\[
\frac c6\,m^2\left(m^2+\frac{3b}{4c}\right)^2
=\frac{c\,m^6}{6}+\frac{b\,m^4}{4}+\frac{3b^2}{32c}\,m^2 .
\]

The first two terms are the sextic and quartic parts of \(F\). The last is a surplus, which is subtracted from the quadratic part. With the threshold

\[
a_*=\frac{3b^2}{16c},
\]

the result is

\[
F(m)=\frac{(a-a_*)\,m^2}{2}+\frac c6\,m^2\left(m^2+\frac{3b}{4c}\right)^2 .
\]

```lean
/-- Completing the square splits the free energy into a quadratic term and a term
proportional to a perfect square. -/
theorem landauEnergy_eq (a b : ℝ) {c : ℝ} (hc : c ≠ 0) (m : ℝ) :
    landauEnergy a b c m = (a - 3 * b ^ 2 / (16 * c)) * m ^ 2 / 2
      + c / 6 * m ^ 2 * (m ^ 2 + 3 * b / (4 * c)) ^ 2 := by
  unfold landauEnergy
  field_simp
  ring
```

This identity needs only \(c\neq0\). The tactic `field_simp` clears the denominators and `ring` compares the two polynomials, which is the expansion above read backwards.

The square vanishes when \(m^2=-3b/(4c)\). Since \(b<0<c\), the right-hand side is positive, so that

\[
m_0>0,\qquad m_0^2=-\frac{3b}{4c}.
\]

```lean
/-- For `b < 0 < c` the jump moment is positive and its square is `-3b/(4c)`. -/
theorem jumpMoment_spec {b c : ℝ} (hb : b < 0) (hc : 0 < c) :
    0 < jumpMoment b c ∧ jumpMoment b c ^ 2 = -3 * b / (4 * c) := by
  have h : 0 < -3 * b / (4 * c) := div_pos (by linarith) (by linarith)
  exact ⟨Real.sqrt_pos.mpr h, Real.sq_sqrt h.le⟩
```

At \(m=m_0\) the second term of the completed square is therefore zero, and what remains is

\[
F(m_0)=\frac{(a-a_*)\,m_0^2}{2}.
\]

The state with moment \(m_0\) thus lies above, level with or below the nonmagnetic state according to the sign of \(a-a_*\).

```lean
/-- At the jump moment the free energy is proportional to `a - 3b²/(16c)`. -/
theorem landauEnergy_jumpMoment (a : ℝ) {b c : ℝ} (hb : b < 0) (hc : 0 < c) :
    landauEnergy a b c (jumpMoment b c)
      = (a - 3 * b ^ 2 / (16 * c)) * jumpMoment b c ^ 2 / 2 := by
  rw [landauEnergy_eq a b hc.ne', (jumpMoment_spec hb hc).2]
  ring
```

## When the nonmagnetic state has the lowest energy

Suppose first that \(a<a_*\). Then \(F(m_0)<0=F(0)\), and \(m=0\) is not a global minimizer. Suppose instead that \(a\ge a_*\). Then both terms of the completed square are nonnegative for every \(m\), so \(F(m)\ge0=F(0)\). Hence

\[
F(0)\le F(m)\ \text{for all } m
\quad\Longleftrightarrow\quad
a\ge\frac{3b^2}{16c}.
\]

```lean
/-- For `b < 0 < c` the nonmagnetic state is a global minimizer of the free energy exactly when `a ≥
3b²/(16c)`. -/
theorem nonmagnetic_global_min_iff (a : ℝ) {b c : ℝ} (hb : b < 0) (hc : 0 < c) :
    (∀ m, landauEnergy a b c 0 ≤ landauEnergy a b c m) ↔ 3 * b ^ 2 / (16 * c) ≤ a := by
  constructor
  · intro h
    by_contra hlt
    have ha := sub_pos.2 (not_le.1 hlt)
    -- the jump moment would have negative energy
    have h1 := h (jumpMoment b c)
    rw [landauEnergy_zero, landauEnergy_jumpMoment a hb hc] at h1
    nlinarith [mul_pos ha (pow_pos (jumpMoment_spec hb hc).1 2)]
  · intro h m
    rw [landauEnergy_zero, landauEnergy_eq a b hc.ne']
    -- both terms of the completed square are nonnegative
    have h1 : 0 ≤ (a - 3 * b ^ 2 / (16 * c)) * m ^ 2 / 2 :=
      div_nonneg (mul_nonneg (sub_nonneg.2 h) (sq_nonneg m)) (by norm_num)
    have h2 : 0 ≤ c / 6 * m ^ 2 * (m ^ 2 + 3 * b / (4 * c)) ^ 2 := by positivity
    exact add_nonneg h1 h2
```

The left side of the Lean equivalence is this inequality over all real `m`; it allows other states to share the lowest energy. In the forward direction `by_contra` assumes \(a<a_*\), and `nlinarith` finds the contradiction from the positive product \((a_*-a)\,m_0^2\). In the reverse direction `h1` and `h2` are the signs of the two terms.

At the threshold itself, \(a=a_*\), the quadratic remainder disappears:

\[
F(m)=\frac c6\,m^2\left(m^2-m_0^2\right)^2\ge0 .
\]

The minimum value is zero, and it is reached exactly where one of the factors vanishes, at \(m=0\), \(m=m_0\) or \(m=-m_0\). The nonmagnetic state is degenerate with two magnetized states at a finite distance from it, which is the coexistence expected at a first-order transition.

```lean
/-- For `b < 0 < c` and `a = 3b²/(16c)` the global minimizers are exactly the nonmagnetic state and
the two states of magnetization `±√(-3b/(4c))`. -/
theorem minimizers_at_transition {b c : ℝ} (hb : b < 0) (hc : 0 < c) (m : ℝ) :
    (∀ m', landauEnergy (3 * b ^ 2 / (16 * c)) b c m
        ≤ landauEnergy (3 * b ^ 2 / (16 * c)) b c m') ↔
      m = 0 ∨ m = jumpMoment b c ∨ m = -jumpMoment b c := by
  -- only the perfect square survives at the transition
  have hF : ∀ x, landauEnergy (3 * b ^ 2 / (16 * c)) b c x
      = c / 6 * x ^ 2 * (x ^ 2 - jumpMoment b c ^ 2) ^ 2 := by
    intro x
    rw [landauEnergy_eq _ b hc.ne', (jumpMoment_spec hb hc).2]
    ring
  constructor
  · intro h
    have h1 := h 0
    rw [landauEnergy_zero, hF] at h1
    have h0 := le_antisymm h1 (by positivity)
    rcases mul_eq_zero.1 h0 with h2 | h2
    · left
      have h3 : m ^ 2 = 0 :=
        (mul_eq_zero.1 h2).resolve_left (div_pos hc (by norm_num)).ne'
      exact (pow_eq_zero_iff two_ne_zero).1 h3
    · right
      have h3 := (pow_eq_zero_iff two_ne_zero).1 h2
      exact sq_eq_sq_iff_eq_or_eq_neg.1 (sub_eq_zero.1 h3)
  · intro h m'
    have hm : landauEnergy (3 * b ^ 2 / (16 * c)) b c m = 0 := by
      rw [hF]
      rcases h with h | h | h <;> rw [h] <;> ring
    rw [hm, hF]
    positivity
```

The theorem describes the complete set of minimizers. The auxiliary statement `hF` is the displayed form of \(F\). For a given minimizer, comparison with \(m'=0\) yields \(F(m)\le0\), and together with \(F(m)\ge0\) this forces \(F(m)=0\). The proof then splits the vanishing product into its factors. Conversely, substituting each of the three values gives zero energy, which no other state can undercut.

## Metastability and the jump in the moment

Now let \(0<a<a_*\). Factoring out \(m^2\) gives

\[
F(m)=m^2 g(m),\qquad g(m)=\frac a2+\frac{b\,m^2}{4}+\frac{c\,m^4}{6}.
\]

The function \(g\) is continuous and \(g(0)=a/2>0\), so \(g\) stays positive in some neighbourhood of zero. There \(F(m)\ge0=F(0)\), and the nonmagnetic state is a local minimum. Yet \(a<a_*\) gives

\[
F(m_0)=\frac{(a-a_*)\,m_0^2}{2}<0=F(0).
\]

The nonmagnetic state is metastable in the energetic sense: small changes of \(m\) do not lower the energy, but the finite change to \(m_0\) does.

```lean
/-- For `b < 0 < c` and `0 < a < 3b²/(16c)` the nonmagnetic state is a local minimum of the free
energy, but the state at the jump moment lies strictly lower. -/
theorem nonmagnetic_metastable {a b c : ℝ} (hb : b < 0) (hc : 0 < c) (ha : 0 < a)
    (hlt : a < 3 * b ^ 2 / (16 * c)) :
    IsLocalMin (landauEnergy a b c) 0 ∧
      landauEnergy a b c (jumpMoment b c) < landauEnergy a b c 0 := by
  constructor
  · -- near zero the quadratic term dominates
    have hopen : IsOpen {m : ℝ | 0 < a / 2 + b * m ^ 2 / 4 + c * m ^ 4 / 6} :=
      isOpen_lt continuous_const (by fun_prop)
    have hz : (0 : ℝ) ∈ {m : ℝ | 0 < a / 2 + b * m ^ 2 / 4 + c * m ^ 4 / 6} := by
      show 0 < a / 2 + b * (0 : ℝ) ^ 2 / 4 + c * (0 : ℝ) ^ 4 / 6
      linarith
    filter_upwards [hopen.mem_nhds hz] with m hm
    have hm' : 0 < a / 2 + b * m ^ 2 / 4 + c * m ^ 4 / 6 := hm
    have hfac : landauEnergy a b c m
        = m ^ 2 * (a / 2 + b * m ^ 2 / 4 + c * m ^ 4 / 6) := by
      unfold landauEnergy
      ring
    rw [landauEnergy_zero, hfac]
    exact mul_nonneg (sq_nonneg m) hm'.le
  · rw [landauEnergy_zero, landauEnergy_jumpMoment a hb hc]
    nlinarith [mul_pos (sub_pos.2 hlt) (pow_pos (jumpMoment_spec hb hc).1 2)]
```

`IsLocalMin` is Mathlib's notion of a local minimum, an inequality that holds throughout some neighbourhood. The proof shows that the set where \(g>0\) is open and contains zero, and `filter_upwards` restricts attention to that set. The statement concerns energies only and says nothing about how long a metastable state would survive.

Below the threshold the global minimum is no longer at zero, and it cannot be close to zero either. Let \(b<0<c\) as before and \(a<a_*\), with \(a\) of either sign or zero, and suppose that a state has \(|m|<m_0\). Then \(m^2<m_0^2\). Dropping the nonnegative square term, and remembering that \(a-a_*\) is negative, one finds

\[
F(m)\ \ge\ \frac{(a-a_*)\,m^2}{2}\ >\ \frac{(a-a_*)\,m_0^2}{2}\ =\ F(m_0).
\]

Such a state is not a global minimizer. Every global minimizer therefore satisfies

\[
|m|\ge m_0 .
\]

As \(a\) falls through \(a_*\) at fixed \(b\) and \(c\), the equilibrium moment cannot grow continuously from zero.

```lean
/-- For `a < 3b²/(16c)` every global minimizer has a magnetization of magnitude at least
`√(-3b/(4c))`. -/
theorem magnetization_jump {a b c m : ℝ} (hb : b < 0) (hc : 0 < c)
    (ha : a < 3 * b ^ 2 / (16 * c))
    (hm : ∀ m', landauEnergy a b c m ≤ landauEnergy a b c m') :
    jumpMoment b c ≤ |m| := by
  by_contra hlt
  have hsq : m ^ 2 < jumpMoment b c ^ 2 := by
    rw [← sq_abs m]
    exact pow_lt_pow_left₀ (not_le.1 hlt) (abs_nonneg m) two_ne_zero
  -- a smaller moment costs more energy than the jump moment
  have h1 := hm (jumpMoment b c)
  rw [landauEnergy_jumpMoment a hb hc, landauEnergy_eq a b hc.ne' m] at h1
  have h2 : 0 ≤ c / 6 * m ^ 2 * (m ^ 2 + 3 * b / (4 * c)) ^ 2 := by positivity
  nlinarith [mul_pos (sub_pos.2 ha) (sub_pos.2 hsq)]
```

In Lean the hypothesis `hm` supplies a global minimizer `m`, and the conclusion bounds its magnitude. That a minimizer exists is a separate matter, which follows from the continuity of \(F\) and its growth at large \(|m|\). The proof assumes the bound fails, derives `hsq`, the inequality between the squares, and tests the minimizer against \(m_0\). The final `nlinarith` uses the positive product \((a_*-a)(m_0^2-m^2)\), which is the strict step in the chain above.

## The criterion in terms of the Stoner product

With \(a=1/D-I\), the condition for global stability reads \(1/D-I\ge a_*\). Multiplying by \(D>0\) preserves the inequality and gives

\[
1-ID\ \ge\ \frac{3b^2D}{16c},
\qquad\text{that is,}\qquad
ID\ \le\ 1-\frac{3b^2D}{16c}.
\]

```lean
/-- In terms of the Stoner product `I D`, for `D > 0` and `b < 0 < c`, the nonmagnetic state is a
global minimizer exactly when `I D ≤ 1 - 3b²D/(16c)`. -/
theorem stoner_product_criterion {D b c : ℝ} (I : ℝ) (hD : 0 < D) (hb : b < 0) (hc : 0 < c) :
    (∀ m, landauEnergy (stonerCoefficient D I) b c 0
        ≤ landauEnergy (stonerCoefficient D I) b c m) ↔
      I * D ≤ 1 - 3 * b ^ 2 * D / (16 * c) := by
  rw [nonmagnetic_global_min_iff _ hb hc]
  -- the two conditions differ by the positive factor D
  have key : 1 - 3 * b ^ 2 * D / (16 * c) - I * D
      = D * (stonerCoefficient D I - 3 * b ^ 2 / (16 * c)) := by
    have hDi : D * (1 / D) = 1 := mul_one_div_cancel hD.ne'
    unfold stonerCoefficient
    linear_combination -hDi
  rw [← sub_nonneg, ← sub_nonneg (b := I * D), key]
  exact (mul_nonneg_iff_of_pos_left hD).symm

end

end FirstOrderStoner
```

The proof first applies the general criterion. The identity `key` then writes the difference between the two sides of the Stoner inequality as \(D\,(a-a_*)\), and a product with a positive factor is nonnegative exactly when the other factor is.

The usual Stoner criterion, a magnetic instability for \(ID>1\), is a statement about the sign of \(a\) and hence about small moments. The bound here is stricter by \(3b^2D/(16c)\), because it also excludes a lower state at finite moment. For \(D>0\), the metastable range \(0<a<a_*\) becomes

\[
1-\frac{3b^2D}{16c}<ID<1 .
\]

The theorem treats \(D\), \(b\) and \(c\) as independent numbers, whereas in a given band all three depend on the same density of states. If the right-hand side of the criterion is negative, the model predicts magnetism even at \(I=0\). Non-interacting electrons would not show this, so such coefficients signal that the sixth-order polynomial is a poor description of the band.

For electronic-structure work, this mean-field model with a single order parameter illustrates that a Stoner product below one does not by itself establish a nonmagnetic ground state. A spin-polarized calculation started near zero moment may settle in a local minimum of this kind, so it is sensible to try a large starting moment as well.

```lean
#print axioms FirstOrderStoner.nonmagnetic_global_min_iff
#print axioms FirstOrderStoner.nonmagnetic_metastable
#print axioms FirstOrderStoner.magnetization_jump
#print axioms FirstOrderStoner.stoner_product_criterion
```

```
'FirstOrderStoner.nonmagnetic_global_min_iff' depends on axioms: [propext, Classical.choice, Quot.sound]
'FirstOrderStoner.nonmagnetic_metastable' depends on axioms: [propext, Classical.choice, Quot.sound]
'FirstOrderStoner.magnetization_jump' depends on axioms: [propext, Classical.choice, Quot.sound]
'FirstOrderStoner.stoner_product_criterion' depends on axioms: [propext, Classical.choice, Quot.sound]
```
